# Proportionality to a nonzero total spin fixes the projection coefficient of a site spin

A formal treatment of spin projection can build in more or less angular momentum theory. Here the two site spins are only triples of elements of a complex algebra, $S_1=(S_{1,k})$ and $S_2=(S_{2,k})$ with $k=0,1,2$ for $x,y,z$, and the multiplet is represented by an operator $P$. That the projected site spin is a multiple of the projected total spin is a hypothesis. The value of the multiple is derived.

Write $S=S_1+S_2$ and $X\cdot Y=\sum_k X_kY_k$, with spins in units of $\hbar$. Assume that

- every component of $S_1$ commutes with every component of $S_2$;
- $S_1\cdot S_1=s_1$ and $S_2\cdot S_2=s_2$, as multiples of the identity;
- $P\neq0$, $P^2=P$, and $P$ commutes with each $S_k$;
- $(S\cdot S)P=sP$ with $s\neq0$.

If a number $c$ satisfies $P S_{1,k}P=c\,P S_kP$ for all $k$, then

$$c=\frac{s+s_1-s_2}{2s}.$$

For spins with quantum numbers $j_1$, $j_2$ and total $j$, the three constants are $s_1=j_1(j_1+1)$, $s_2=j_2(j_2+1)$ and $s=j(j+1)$. The proportionality stands for the Wigner–Eckart theorem: within a single multiplet of total spin, a vector operator acts as a multiple of the total spin.

## From site tensors to the tensors of a coupled dimer

An EPR simulation of an exchange-coupled dimer can keep only the multiplet of interest and describe it by one effective spin. A nucleus at site 1 with site tensor $a$ then enters with the tensor $c\,a$. This is a first-order description of one isolated multiplet of the coupled pair, without mixing between different total spins.

Take spins $2$ and $3/2$ coupled to $1/2$, as in an antiferromagnetically coupled Mn(III)Mn(IV) pair. Then $s_1=6$, $s_2=15/4$ and $s=3/4$, so

$$c=\frac{3/4+6-15/4}{3/2}=\frac{3}{3/2}=2,\qquad
c_2=\frac{3/4+15/4-6}{3/2}=\frac{-3/2}{3/2}=-1,$$

where $c_2$ is the coefficient of the second spin. The first site tensor is doubled and the second changes sign. The electronic space shrinks from $5\cdot4=20$ states to $2$.

In a broken-symmetry density functional calculation the same coefficients enter after a change of normalisation. Suppose that the determinant has site projections $+2$ and $-3/2$, hence total projection $1/2$, and that the program divides the spin-density contribution to the hyperfine coupling by this total. Let $A_1^{\mathrm{BS}}$ and $A_2^{\mathrm{BS}}$ be the printed tensors for a nucleus at each site. With each contribution attributed to the spin of its own site, the site tensors are

$$a_1=\frac{1/2}{2}A_1^{\mathrm{BS}}=\tfrac14A_1^{\mathrm{BS}},\qquad
a_2=\frac{1/2}{-3/2}A_2^{\mathrm{BS}}=-\tfrac13A_2^{\mathrm{BS}}.$$

Multiplication by $2$ and $-1$ gives $\tfrac12A_1^{\mathrm{BS}}$ and $\tfrac13A_2^{\mathrm{BS}}$ for the coupled doublet.

## Two values for one projected scalar product

Since the two spins commute, $S\cdot S=S_1\cdot S_1+S_2\cdot S_2+2\,S_1\cdot S_2$. Also $S_1\cdot S=S_1\cdot S_1+S_1\cdot S_2$. Eliminating $S_1\cdot S_2$ gives

$$2\,S_1\cdot S=S\cdot S+S_1\cdot S_1-S_2\cdot S_2.$$

Multiply by $P$ on both sides and use $P^2=P$:

$$2\,P(S_1\cdot S)P=(s+s_1-s_2)P.$$

The proportionality gives a second value. Because $P$ commutes with $S_k$,

$$P S_{1,k}S_kP=P S_{1,k}P\,S_k=c\,P S_kP\,S_k=c\,S_kS_kP.$$

Summing over $k$ yields $P(S_1\cdot S)P=c\,(S\cdot S)P=cs\,P$. Therefore $2cs\,P=(s+s_1-s_2)P$. As $P\neq0$, the numbers agree, and division by $2s$ gives $c$.

For the second spin, subtract from the total:

$$P S_{2,k}P=(1-c)\,P S_kP,\qquad 1-c=\frac{s+s_2-s_1}{2s}.$$

For the hyperfine operator $\sum_{k,l}a_{kl}S_{1,k}I_l$, let the nuclear operators $I_l$ commute with $P$. Then

$$P S_{1,k}I_lP=P S_{1,k}P\,I_l=c\,P S_kP\,I_l=c\,P S_kI_lP.$$

Multiplying by $a_{kl}$ and summing replaces $S_1$ by $S$ and $a$ by $c\,a$.

## The Lean source

```lean
import Mathlib

open Matrix
open scoped Kronecker

namespace HyperfineSpinProjection

noncomputable section

variable {A : Type*} [Ring A] [Algebra ℂ A]

/-- The scalar product `S · T` of two triples of operators. -/
def spinDot (S T : Fin 3 → A) : A := ∑ k, S k * T k

/-- Two mutually commuting spins with squares `s1` and `s2`, and a nonzero projection `P` that
commutes with the total spin and on which the square of the total spin is `s`. -/
structure CoupledPair (S1 S2 : Fin 3 → A) (P : A) (s1 s2 s : ℂ) : Prop where
  comm : ∀ i j, S1 i * S2 j = S2 j * S1 i
  sq_one : spinDot S1 S1 = s1 • (1 : A)
  sq_two : spinDot S2 S2 = s2 • (1 : A)
  idem : P * P = P
  ne_zero : P ≠ 0
  comm_total : ∀ k, P * (S1 + S2) k = (S1 + S2) k * P
  sq_total : spinDot (S1 + S2) (S1 + S2) * P = s • P

/-- The spin projection coefficient `(s + s1 - s2) / (2 s)` of the first spin, for `s ≠ 0`. -/
def projCoeff (s s1 s2 : ℂ) : ℂ := (s + s1 - s2) / (2 * s)

/-- The hyperfine operator `∑ a_kl S_k I_l` of an electron spin `S` and a nuclear spin `I`. -/
def hyperfine (a : Matrix (Fin 3) (Fin 3) ℂ) (S I : Fin 3 → A) : A :=
  ∑ k, ∑ l, a k l • (S k * I l)

variable {S1 S2 : Fin 3 → A} {P : A} {s1 s2 s c : ℂ}

omit [Algebra ℂ A] in
/-- For commuting spins with total `S = S1 + S2`, twice `S1 · S` is `S² + S1² - S2²`. -/
theorem two_mul_spinDot_total (h : ∀ i j, S1 i * S2 j = S2 j * S1 i) :
    2 * spinDot S1 (S1 + S2) =
      spinDot (S1 + S2) (S1 + S2) + spinDot S1 S1 - spinDot S2 S2 := by
  simp only [spinDot, Fin.sum_univ_three, Pi.add_apply]
  linear_combination (norm := noncomm_ring) h 0 0 + h 1 1 + h 2 2

/-- Within the projected multiplet of a coupled pair, twice `S1 · S` is the number
`s + s1 - s2`. -/
theorem projected_spinDot (h : CoupledPair S1 S2 P s1 s2 s) :
    2 * (P * spinDot S1 (S1 + S2) * P) = (s + s1 - s2) • P := by
  calc 2 * (P * spinDot S1 (S1 + S2) * P)
      = P * (2 * spinDot S1 (S1 + S2)) * P := by
        simp only [two_mul, mul_add, add_mul]
    _ = P * (spinDot (S1 + S2) (S1 + S2) * P) + P * spinDot S1 S1 * P
          - P * spinDot S2 S2 * P := by
        rw [two_mul_spinDot_total h.comm]
        simp only [mul_add, mul_sub, add_mul, sub_mul, mul_assoc]
    _ = (s + s1 - s2) • P := by
        rw [h.sq_total, h.sq_one, h.sq_two]
        simp only [mul_smul_comm, smul_mul_assoc, mul_one, h.idem]
        module

/-- If the first spin of a coupled pair, projected on a multiplet with `s ≠ 0`, is `c` times the
projected total spin, then `c = (s + s1 - s2) / (2 s)`. -/
theorem projection_coefficient (h : CoupledPair S1 S2 P s1 s2 s) (hs : s ≠ 0)
    (hc : ∀ k, P * S1 k * P = c • (P * (S1 + S2) k * P)) :
    c = projCoeff s s1 s2 := by
  -- component by component, the projection turns `S1` into `c S`
  have step : ∀ k, P * (S1 k * (S1 + S2) k) * P
      = c • ((S1 + S2) k * (S1 + S2) k * P) := by
    intro k
    calc P * (S1 k * (S1 + S2) k) * P
        = P * S1 k * P * (S1 + S2) k := by simp only [mul_assoc, h.comm_total k]
      _ = c • (P * (S1 + S2) k * P * (S1 + S2) k) := by rw [hc k, smul_mul_assoc]
      _ = c • ((S1 + S2) k * (S1 + S2) k * P) := by
          rw [h.comm_total k, mul_assoc _ P P, h.idem, mul_assoc _ P _, h.comm_total k,
            ← mul_assoc]
  have key : P * spinDot S1 (S1 + S2) * P = (c * s) • P := by
    rw [← smul_smul, ← h.sq_total]
    simp only [spinDot, Finset.mul_sum, Finset.sum_mul, Finset.smul_sum, step]
  -- compare the two values of the projected scalar product
  have e := projected_spinDot h
  rw [key] at e
  have z : (2 * (c * s) - (s + s1 - s2)) • P = 0 := by
    rw [sub_smul, ← e, two_mul, two_mul, add_smul, sub_self]
  have z' := (smul_eq_zero.mp z).resolve_right h.ne_zero
  rw [projCoeff, eq_div_iff (mul_ne_zero two_ne_zero hs)]
  linear_combination z'

/-- If the first spin of a coupled pair projects onto a multiple of the total spin and `s ≠ 0`,
the second spin does so too, with coefficient `(s + s2 - s1) / (2 s)`. -/
theorem second_spin_projection (h : CoupledPair S1 S2 P s1 s2 s) (hs : s ≠ 0)
    (hc : ∀ k, P * S1 k * P = c • (P * (S1 + S2) k * P)) (k : Fin 3) :
    P * S2 k * P = projCoeff s s2 s1 • (P * (S1 + S2) k * P) := by
  have e : projCoeff s s2 s1 = 1 - c := by
    rw [projection_coefficient h hs hc]
    unfold projCoeff
    rw [eq_sub_iff_add_eq, ← add_div, div_eq_one_iff_eq (mul_ne_zero two_ne_zero hs)]
    ring
  rw [e, sub_smul, one_smul, ← hc k, Pi.add_apply]
  noncomm_ring

/-- If the projected first spin of a coupled pair is `c` times the projected total spin, `s ≠ 0`,
and the nuclear operators commute with `P`, then the projected hyperfine operator of the first site
is that of the total spin with the site tensor `a` multiplied by `(s + s1 - s2) / (2 s)`. -/
theorem projected_hyperfine (h : CoupledPair S1 S2 P s1 s2 s) (hs : s ≠ 0)
    (hc : ∀ k, P * S1 k * P = c • (P * (S1 + S2) k * P))
    (a : Matrix (Fin 3) (Fin 3) ℂ) (I : Fin 3 → A) (hI : ∀ l, P * I l = I l * P) :
    P * hyperfine a S1 I * P
      = P * hyperfine (projCoeff s s1 s2 • a) (S1 + S2) I * P := by
  rw [← projection_coefficient h hs hc]
  simp only [hyperfine, Finset.mul_sum, Finset.sum_mul]
  refine Finset.sum_congr rfl fun k _ => Finset.sum_congr rfl fun l _ => ?_
  -- the nuclear operator can be taken out of the projection
  have move : ∀ X : A, P * (X * I l) * P = P * X * P * I l := by
    intro X
    simp only [mul_assoc]
    rw [hI l]
  simp only [mul_smul_comm, smul_mul_assoc, Matrix.smul_apply, smul_eq_mul]
  rw [move (S1 k), move ((S1 + S2) k), hc k, smul_mul_assoc, smul_smul, mul_comm c (a k l)]

/-- For spins 2 and 3/2 coupled to total spin 1/2, if the projected first spin is `c` times the
projected total spin, then `c = 2`, and the second spin projects with coefficient `-1`. -/
theorem spins_two_threeHalves
    (h : CoupledPair S1 S2 P (2 * (2 + 1)) (3 / 2 * (3 / 2 + 1)) (1 / 2 * (1 / 2 + 1)))
    (hc : ∀ k, P * S1 k * P = c • (P * (S1 + S2) k * P)) :
    c = 2 ∧ ∀ k, P * S2 k * P = -(P * (S1 + S2) k * P) := by
  have hs : (1 / 2 * (1 / 2 + 1) : ℂ) ≠ 0 := by norm_num
  constructor
  · rw [projection_coefficient h hs hc, projCoeff]
    norm_num
  · intro k
    have v : projCoeff (1 / 2 * (1 / 2 + 1)) (3 / 2 * (3 / 2 + 1)) (2 * (2 + 1)) = -1 := by
      norm_num [projCoeff]
    rw [second_spin_projection h hs hc k, v, neg_one_smul]

/-- The three matrices of a spin 1/2. -/
def spinHalf : Fin 3 → Matrix (Fin 2) (Fin 2) ℂ :=
  ![!![0, 1/2; 1/2, 0], !![0, -Complex.I/2; Complex.I/2, 0], !![1/2, 0; 0, -1/2]]

/-- The first of two spins 1/2. -/
def spinA (k : Fin 3) : Matrix (Fin 2 × Fin 2) (Fin 2 × Fin 2) ℂ :=
  spinHalf k ⊗ₖ (1 : Matrix (Fin 2) (Fin 2) ℂ)

/-- The second of two spins 1/2. -/
def spinB (k : Fin 3) : Matrix (Fin 2 × Fin 2) (Fin 2 × Fin 2) ℂ :=
  (1 : Matrix (Fin 2) (Fin 2) ℂ) ⊗ₖ spinHalf k

/-- The operator that exchanges the states of the two spins. -/
def exchange : Matrix (Fin 2 × Fin 2) (Fin 2 × Fin 2) ℂ :=
  Matrix.of fun i j => if i.1 = j.2 ∧ i.2 = j.1 then 1 else 0

/-- The triplet projection `(1 + exchange) / 2` of two spins 1/2. -/
def tripletP : Matrix (Fin 2 × Fin 2) (Fin 2 × Fin 2) ℂ := (1 / 2 : ℂ) • (1 + exchange)

/-- Each component of a spin 1/2 has square 1/4. -/
theorem spinHalf_sq (k : Fin 3) : spinHalf k * spinHalf k = (1 / 4 : ℂ) • 1 := by
  fin_cases k <;> ext i j <;> fin_cases i <;> fin_cases j <;>
    simp [spinHalf, Matrix.mul_apply, Fin.sum_univ_two, Complex.ext_iff] <;> norm_num

/-- Moving the exchange operator past one spin turns it into the other. -/
theorem exchange_mul (k : Fin 3) :
    exchange * spinA k = spinB k * exchange ∧ exchange * spinB k = spinA k * exchange := by
  constructor <;> ext ⟨i, j⟩ ⟨l, m⟩ <;> fin_cases i <;> fin_cases j <;> fin_cases l <;>
    fin_cases m <;> simp [exchange, spinA, spinB, Matrix.mul_apply, Fintype.sum_prod_type,
      Fin.sum_univ_two, Matrix.one_apply]

/-- The scalar product of two spins 1/2 is half the exchange operator minus 1/4. -/
theorem spinDot_eq_exchange :
    spinDot spinA spinB = (1 / 2 : ℂ) • exchange - (1 / 4 : ℂ) • 1 := by
  simp only [spinDot, spinA, spinB, ← Matrix.mul_kronecker_mul, Matrix.one_mul, Matrix.mul_one,
    Fin.sum_univ_three]
  ext ⟨i, j⟩ ⟨l, m⟩
  fin_cases i <;> fin_cases j <;> fin_cases l <;> fin_cases m <;>
    simp [spinHalf, exchange, Complex.ext_iff] <;> norm_num

/-- Two spins 1/2 with the triplet projection form a coupled pair with `s1 = s2 = 3/4` and
`s = 2`, and the projected first spin is half the projected total spin. -/
theorem coupledPair_witness : CoupledPair spinA spinB tripletP (3 / 4) (3 / 4) 2 ∧
    ∀ k, tripletP * spinA k * tripletP
      = (1 / 2 : ℂ) • (tripletP * (spinA + spinB) k * tripletP) := by
  have hW : exchange * exchange = 1 := by
    ext ⟨i, j⟩ ⟨l, m⟩
    fin_cases i <;> fin_cases j <;> fin_cases l <;> fin_cases m <;>
      simp [exchange, Matrix.mul_apply, Fintype.sum_prod_type, Fin.sum_univ_two]
  have hWW : ∀ X, X * exchange * exchange = X := fun X => by rw [mul_assoc, hW, mul_one]
  have hAB : ∀ i j, spinA i * spinB j = spinB j * spinA i := fun i j => by
    simp only [spinA, spinB, ← Matrix.mul_kronecker_mul, Matrix.one_mul, Matrix.mul_one]
  have hA : spinDot spinA spinA = (3 / 4 : ℂ) • 1 := by
    simp only [spinDot, spinA, ← Matrix.mul_kronecker_mul, spinHalf_sq, Matrix.mul_one,
      Matrix.smul_kronecker, Matrix.one_kronecker_one, Fin.sum_univ_three]
    module
  have hB : spinDot spinB spinB = (3 / 4 : ℂ) • 1 := by
    simp only [spinDot, spinB, ← Matrix.mul_kronecker_mul, spinHalf_sq, Matrix.mul_one,
      Matrix.kronecker_smul, Matrix.one_kronecker_one, Fin.sum_univ_three]
    module
  refine ⟨⟨hAB, hA, hB, ?_, fun h => ?_, fun k => ?_, ?_⟩, fun k => ?_⟩
  · simp only [tripletP, smul_mul_assoc, mul_smul_comm, add_mul, mul_add, one_mul, mul_one, hW]
    module
  · have h00 := congrFun (congrFun h (0, 0)) (0, 0)
    norm_num [tripletP, exchange] at h00
  · simp only [tripletP, Pi.add_apply, smul_mul_assoc, mul_smul_comm, add_mul, mul_add, one_mul,
      mul_one, (exchange_mul k).1, (exchange_mul k).2]
    module
  · -- the square of the total spin is `1 + exchange`
    have e : spinDot (spinA + spinB) (spinA + spinB)
        = spinDot spinA spinA + spinDot spinB spinB
          + (spinDot spinA spinB + spinDot spinA spinB) := by
      simp only [spinDot, Fin.sum_univ_three, Pi.add_apply]
      linear_combination (norm := noncomm_ring) -(hAB 0 0) - hAB 1 1 - hAB 2 2
    rw [e, hA, hB, spinDot_eq_exchange]
    simp only [tripletP, smul_mul_assoc, mul_smul_comm, add_mul, sub_mul, mul_add, one_mul,
      mul_one, hW]
    module
  · simp only [tripletP, Pi.add_apply, smul_mul_assoc, mul_smul_comm, add_mul, mul_add, one_mul,
      mul_one, (exchange_mul k).1, (exchange_mul k).2, hWW]
    module

end

end HyperfineSpinProjection
```

```lean
#print axioms HyperfineSpinProjection.second_spin_projection
#print axioms HyperfineSpinProjection.projected_hyperfine
#print axioms HyperfineSpinProjection.spins_two_threeHalves
```

```
'HyperfineSpinProjection.second_spin_projection' depends on axioms: [propext, Classical.choice, Quot.sound]
'HyperfineSpinProjection.projected_hyperfine' depends on axioms: [propext, Classical.choice, Quot.sound]
'HyperfineSpinProjection.spins_two_threeHalves' depends on axioms: [propext, Classical.choice, Quot.sound]
```

## What the theorems say, and how far they reach

`CoupledPair S1 S2 P s1 s2 s` collects the assumptions listed at the start, except for $s\neq0$ and the proportionality. Those two are the separate arguments `hs` and `hc` of `projection_coefficient`. A spin is a map `Fin 3 → A`, `spinDot` is the scalar product, and `•` multiplies an operator by a complex number. `projCoeff s s1 s2` is the fraction for the first spin; exchanging its last two arguments gives the one for the second.

The algebra `A` may be infinite-dimensional, and it may contain nuclear operators alongside the electronic ones. The theorems use neither the commutation relations within one spin nor self-adjointness of $P$. Physical spins and orthogonal projections are special cases.

The proof has the same two halves as the derivation. `two_mul_spinDot_total` is the operator identity; its `linear_combination` adds the three commutators with equal indices, and `noncomm_ring` expands the products without reordering them. `projected_spinDot` places the identity between two copies of $P$. In `projection_coefficient`, `step` moves $P$ through one component, `key` sums the components to $csP$, and `smul_eq_zero` together with `h.ne_zero` turns the equality of multiples of $P$ into an equality of numbers.

`second_spin_projection` performs the subtraction from the total. `projected_hyperfine` treats each pair $k,l$ separately, with `move` taking $I_l$ out of the projection. `spins_two_threeHalves` inserts the values for the dimer.

The assumptions are met by an explicit example, two spins $1/2$ in the triplet. Let $W$ be the operator `exchange`, which swaps the two spins, and let $P=(1+W)/2$, called `tripletP`. `spinHalf_sq` gives $s_1=s_2=3/4$. `spinDot_eq_exchange` gives $S_1\cdot S_2=W/2-1/4$, so $S\cdot S=1+W=2P$ and $s=2$. By `exchange_mul`, $WS_{1,k}=S_{2,k}W$, and since $W^2=1$,

$$P S_{1,k}P=\tfrac14\,(S_{1,k}+S_{2,k})(1+W)=\tfrac12\,S_kP=\tfrac12\,P S_kP.$$

`coupledPair_witness` assembles these facts, including the proportionality with $c=1/2$. Its matrix identities are checked entry by entry or reduced to the rules for Kronecker products and for $W$.

For code, the guarantee concerns the coefficient and the resulting rescaling of the site tensor once the assumptions are met. The following remain inputs:

- **The proportionality.** It is assumed in every theorem that uses `hc` and verified only in the triplet example. For spins $2$ and $3/2$ the file gives the coefficients conditionally and does not construct the matrices.
- **A nonzero total spin.** In the singlet of two spins $1/2$, both projected triples vanish, so every $c$ satisfies the proportionality and none is singled out.
- **The physical model.** The site tensor $a$, the assignment of site spins and the neglect of mixing between multiplets, for example by zero-field splitting, come from elsewhere. So does the broken-symmetry normalisation above.
